# Independent electrons in a slab: bounds on the energy difference between fixed electron number and fixed Fermi level

Take a slab at zero temperature with one level $e_0>\mu$, where $\mu$ is the bulk Fermi level. If the slab must hold one electron, its energy counted from $\mu$ is $e_0-\mu$. If it can exchange electrons with the bulk, the level stays empty and the energy is zero. Fixing the number costs $e_0-\mu$.

In general the slab has $M$ levels $e_0\le\dots\le e_{M-1}$, each with room for one electron, so spin-degenerate levels are listed twice. Let $m$ be the number of levels below $\mu$, and define

$$S_N=\sum_{j=0}^{N-1}(e_j-\mu),\qquad \Omega=\sum_{j=0}^{M-1}\min(e_j-\mu,0).$$

$S_N$ is the canonical sum for $N$ electrons and $\Omega$ the grand-canonical sum at zero temperature. In Lean they are `canonicalSum` and `grandSum`, and $m$ is `numBelow e mu M`. The levels are a sequence `e : ℕ → ℝ`, and `MonotoneOn e (Set.Iio M)` says that its first $M$ entries are sorted.

The number `mu` is any real; physically it is the Fermi level of a bulk reservoir, on the same energy scale as the slab levels. Both sums use the same levels, so the model has no self-consistent response to a change in electron number.

```lean
import Mathlib

open Finset

namespace SlabFermiLevel

noncomputable section

variable {e : ℕ → ℝ} {mu : ℝ} {M N : ℕ}

/-- The number of the `M` slab levels `e 0, ..., e (M-1)` that lie below the Fermi level `mu`. -/
def numBelow (e : ℕ → ℝ) (mu : ℝ) (M : ℕ) : ℕ :=
  ((range M).filter (fun j => e j < mu)).card

/-- Canonical energy sum: the first `N` levels are filled, with energies counted from `mu`. -/
def canonicalSum (e : ℕ → ℝ) (mu : ℝ) (N : ℕ) : ℝ :=
  ∑ j ∈ range N, (e j - mu)

/-- Grand-canonical energy sum at zero temperature: of the `M` levels, only those below `mu`
contribute, with energies counted from `mu`. -/
def grandSum (e : ℕ → ℝ) (mu : ℝ) (M : ℕ) : ℝ :=
  ∑ j ∈ range M, min (e j - mu) 0
```

## (a) Where the levels below $\mu$ sit

Show that for every $j<M$

$$e_j<\mu\iff j<m.$$

**Solution.** If $e_j<\mu$, sorting puts $e_0,\dots,e_j$ below $\mu$, so $m\ge j+1$. Conversely, let $j<m$ and suppose $e_j\ge\mu$. Then no level from $j$ onwards is below $\mu$, so $m\le j$, a contradiction.

The Lean device here is `card_le_card`: a finite set contained in another has at most as many elements. The first half places `range (j + 1)` inside the set of levels below $\mu$; the second places that set inside `range j`. Each inclusion becomes an inequality for $m$, which `omega` finishes.

```lean
/-- In a sorted slab spectrum the levels below `mu` are exactly the first `numBelow e mu M`. -/
theorem below_iff (he : MonotoneOn e (Set.Iio M)) {j : ℕ} (hj : j < M) :
    e j < mu ↔ j < numBelow e mu M := by
  constructor
  · intro h
    -- all levels up to `j` are below `mu`, so there are at least `j + 1` of them
    have hs : range (j + 1) ⊆ (range M).filter (fun i => e i < mu) := by
      intro i hi
      have hi' := mem_range.mp hi
      have hiM : i < M := by omega
      have hle : e i ≤ e j := he (Set.mem_Iio.mpr hiM) (Set.mem_Iio.mpr hj) (by omega)
      exact mem_filter.mpr ⟨mem_range.mpr hiM, hle.trans_lt h⟩
    have hc := card_le_card hs
    rw [card_range] at hc
    unfold numBelow
    omega
  · intro h
    by_contra hn
    -- otherwise every level below `mu` comes before `j`
    have hs : (range M).filter (fun i => e i < mu) ⊆ range j := by
      intro i hi
      obtain ⟨hiM, hlt⟩ := mem_filter.mp hi
      by_contra hji
      have hji' : j ≤ i := by
        by_contra h'
        exact hji (mem_range.mpr (by omega))
      have hle : e j ≤ e i :=
        he (Set.mem_Iio.mpr hj) (Set.mem_Iio.mpr (mem_range.mp hiM)) hji'
      exact hn (hle.trans_lt hlt)
    have hc := card_le_card hs
    rw [card_range] at hc
    unfold numBelow at h
    omega
```

## (b) The grand-canonical sum as a canonical one

Show that $\Omega=S_m$.

**Solution.** By (a), $\min(e_j-\mu,0)$ equals $e_j-\mu$ for $j<m$ and $0$ for $m\le j<M$. Only the first $m$ terms survive, and they add up to $S_m$. In Lean, `sum_subset` removes the zero terms and `sum_congr` rewrites the others.

```lean
/-- For sorted levels, the grand-canonical sum is the canonical sum of a slab that holds
as many electrons as there are levels below `mu`. -/
theorem grandSum_eq (he : MonotoneOn e (Set.Iio M)) :
    grandSum e mu M = canonicalSum e mu (numBelow e mu M) := by
  have hm : numBelow e mu M ≤ M := by
    have h := card_filter_le (range M) (fun j => e j < mu)
    rw [card_range] at h
    exact h
  have h1 : ∑ j ∈ range (numBelow e mu M), min (e j - mu) 0
      = ∑ j ∈ range M, min (e j - mu) 0 := by
    apply sum_subset
    · intro i hi
      exact mem_range.mpr (lt_of_lt_of_le (mem_range.mp hi) hm)
    · intro j hj hj'
      have h : ¬ e j < mu := fun h =>
        hj' (mem_range.mpr ((below_iff he (mem_range.mp hj)).mp h))
      exact min_eq_right (by linarith)
  unfold grandSum canonicalSum
  rw [← h1]
  refine sum_congr rfl fun j hj => ?_
  have hj' := mem_range.mp hj
  have h := (below_iff he (lt_of_lt_of_le hj' hm)).mpr hj'
  exact min_eq_left (by linarith)
```

## (c) The energy of the surplus electrons

For $m\le N\le M$, show that (the Lean statement also allows $N>M$, where the sums include entries of `e` beyond the slab levels)

$$S_N-\Omega=\sum_{j=m}^{N-1}(e_j-\mu).$$

**Solution.** By (b) the left side is $S_N-S_m$, and the first $m$ terms cancel. Lean writes the range $m\le j<N$ as `Ico (numBelow e mu M) N`.

```lean
/-- For sorted levels and `N` at least the number `m` of levels below `mu`, the canonical excess is
the sum of `e j - mu` over `m ≤ j < N`. If `N ≤ M`, this is the energy of the surplus electrons,
counted from `mu`. -/
theorem excess_eq (he : MonotoneOn e (Set.Iio M)) (hN : numBelow e mu M ≤ N) :
    canonicalSum e mu N - grandSum e mu M
      = ∑ j ∈ Ico (numBelow e mu M) N, (e j - mu) := by
  rw [grandSum_eq he, sum_Ico_eq_sub _ hN]
  rfl
```

## (d) The window for surplus levels

For $N\le M$ and $m\le j<N$, show that $\mu\le e_j\le e_{N-1}$.

**Solution.** Since $j\ge m$, (a) rules out $e_j<\mu$. Since $j\le N-1<M$, sorting gives the upper bound.

```lean
/-- In a sorted spectrum with `N ≤ M` electrons, each surplus level lies between `mu` and the
highest filled level `e (N-1)`. -/
theorem surplus_level_bounds (he : MonotoneOn e (Set.Iio M)) (hM : N ≤ M) {j : ℕ}
    (hj : j ∈ Ico (numBelow e mu M) N) : mu ≤ e j ∧ e j ≤ e (N - 1) := by
  obtain ⟨h1, h2⟩ := mem_Ico.mp hj
  have hjM : j < M := by omega
  constructor
  · by_contra h
    have h3 := (below_iff he hjM).mp (not_le.mp h)
    omega
  · exact he (Set.mem_Iio.mpr hjM) (Set.mem_Iio.mpr (by omega)) (by omega)
```

## (e) Bounds on the excess

For $m<N\le M$, show that

$$0\le S_N-\Omega\le(N-m)(e_{N-1}-\mu).$$

**Solution.** By (d), each of the $N-m$ terms in (c) lies between $0$ and $e_{N-1}-\mu$. Add them up; `sum_nonneg` and `sum_le_card_nsmul` do this in Lean.

Without sorting, the upper bound can fail. Take $\mu=0$, $e_0=1$, $e_1=-1$ and $N=M=2$. Then $m=1$ and the excess is $0-(-1)=1$, but the bound would be $-1$.

```lean
/-- Sorted slab levels, `m` of them below `mu`, and `N` electrons with `m < N ≤ M`: the canonical
sum exceeds the grand-canonical one by between `0` and `N - m` times the height of the highest
filled level `e (N-1)` above `mu`. -/
theorem excess_bounds (he : MonotoneOn e (Set.Iio M)) (hN : numBelow e mu M < N) (hM : N ≤ M) :
    0 ≤ canonicalSum e mu N - grandSum e mu M ∧
    canonicalSum e mu N - grandSum e mu M
      ≤ ((N : ℝ) - numBelow e mu M) * (e (N - 1) - mu) := by
  rw [excess_eq he hN.le]
  constructor
  · exact sum_nonneg fun j hj => by linarith [(surplus_level_bounds he hM hj).1]
  · have h := sum_le_card_nsmul (Ico (numBelow e mu M) N) (fun j => e j - mu)
      (e (N - 1) - mu) (fun j hj => by linarith [(surplus_level_bounds he hM hj).2])
    rwa [Nat.card_Ico, nsmul_eq_mul, Nat.cast_sub hN.le] at h
```

## (f) When the bounds are attained

Under the conditions of (e), show that

$$S_N-\Omega=0\iff e_{N-1}=\mu,$$

and that the upper bound is attained exactly when $e_j=e_{N-1}$ for all $m\le j<N$.

**Solution.** A sum of non-negative terms vanishes only if every term does. If the excess is zero, its last term gives $e_{N-1}=\mu$; conversely, $e_{N-1}=\mu$ and (d) force every surplus level to $\mu$. For the upper bound, apply the same principle to the gap

$$(N-m)(e_{N-1}-\mu)-(S_N-\Omega)=\sum_{j=m}^{N-1}(e_{N-1}-e_j).$$

```lean
/-- For sorted levels, `m` of them below `mu`, and `m < N ≤ M`: the canonical sum equals the
grand-canonical one exactly when the highest filled level `e (N-1)` is at `mu`, and exceeds it by
exactly `(N - m) * (e (N-1) - mu)` if and only if all surplus levels equal `e (N-1)`. -/
theorem excess_equality_cases (he : MonotoneOn e (Set.Iio M)) (hN : numBelow e mu M < N)
    (hM : N ≤ M) :
    (canonicalSum e mu N - grandSum e mu M = 0 ↔ e (N - 1) = mu) ∧
    (canonicalSum e mu N - grandSum e mu M
        = ((N : ℝ) - numBelow e mu M) * (e (N - 1) - mu) ↔
      ∀ j ∈ Ico (numBelow e mu M) N, e j = e (N - 1)) := by
  rw [excess_eq he hN.le]
  constructor
  · rw [sum_eq_zero_iff_of_nonneg
      (fun j hj => by linarith [(surplus_level_bounds he hM hj).1])]
    constructor
    · intro h
      linarith [h (N - 1) (mem_Ico.mpr ⟨by omega, by omega⟩)]
    · intro h j hj
      obtain ⟨h1, h2⟩ := surplus_level_bounds he hM hj
      linarith
  · -- the gap to the upper bound is a sum of nonnegative level spacings
    have key : ∑ j ∈ Ico (numBelow e mu M) N, (e (N - 1) - e j)
        = ((N : ℝ) - numBelow e mu M) * (e (N - 1) - mu)
          - ∑ j ∈ Ico (numBelow e mu M) N, (e j - mu) := by
      simp only [sum_sub_distrib, sum_const, Nat.card_Ico, nsmul_eq_mul, Nat.cast_sub hN.le]
      ring
    have hz := sum_eq_zero_iff_of_nonneg (s := Ico (numBelow e mu M) N)
      (f := fun j => e (N - 1) - e j)
      (fun j hj => sub_nonneg.mpr (surplus_level_bounds he hM hj).2)
    constructor
    · intro h j hj
      have h0 := hz.mp (by linarith) j hj
      linarith
    · intro h
      have h0 := hz.mpr (fun j hj => sub_eq_zero.mpr (h j hj).symm)
      linarith
```

## (g) Too few electrons

For $N<m$, show that

$$0<S_N-\Omega\le(m-N)(\mu-e_N).$$

**Solution.** By (b),

$$S_N-\Omega=S_N-S_m=\sum_{j=N}^{m-1}(\mu-e_j).$$

The sum has $m-N\ge1$ terms. Each is positive by (a), and at most $\mu-e_N$ because $e_N\le e_j$. Here $e_N$ is the lowest empty level.

```lean
/-- Electron-deficient slab with sorted levels: if `N` is less than the number `m` of levels below
`mu`, the excess is positive and at most `m - N` times the depth of the lowest empty level `e N`. -/
theorem deficit_bounds (he : MonotoneOn e (Set.Iio M)) (hN : N < numBelow e mu M) :
    0 < canonicalSum e mu N - grandSum e mu M ∧
    canonicalSum e mu N - grandSum e mu M
      ≤ ((numBelow e mu M : ℝ) - N) * (mu - e N) := by
  have hm : numBelow e mu M ≤ M := by
    have h := card_filter_le (range M) (fun j => e j < mu)
    rw [card_range] at h
    exact h
  -- the excess is the energy missed by leaving levels below `mu` empty
  have hx : canonicalSum e mu N - grandSum e mu M
      = ∑ j ∈ Ico N (numBelow e mu M), (mu - e j) := by
    have h1 := sum_Ico_eq_sub (fun j => e j - mu) hN.le
    have h2 : ∑ j ∈ Ico N (numBelow e mu M), (mu - e j)
        = -∑ j ∈ Ico N (numBelow e mu M), (e j - mu) := by
      rw [← sum_neg_distrib]
      exact sum_congr rfl fun j _ => by ring
    rw [grandSum_eq he, h2, h1]
    unfold canonicalSum
    ring
  rw [hx]
  constructor
  · refine sum_pos (fun j hj => ?_) ⟨N, mem_Ico.mpr ⟨le_rfl, hN⟩⟩
    have hj' := (mem_Ico.mp hj).2
    linarith [(below_iff he (lt_of_lt_of_le hj' hm)).mpr hj']
  · have h := sum_le_card_nsmul (Ico N (numBelow e mu M)) (fun j => mu - e j) (mu - e N)
      (fun j hj => by
        obtain ⟨h1, h2⟩ := mem_Ico.mp hj
        have hle : e N ≤ e j :=
          he (Set.mem_Iio.mpr (by omega)) (Set.mem_Iio.mpr (by omega)) h1
        linarith)
    rwa [Nat.card_Ico, nsmul_eq_mul, Nat.cast_sub hN.le] at h
```

## (h) Surface energies

Let the slab have two faces of area $A>0$, and let $\varepsilon_b$ be the bulk band energy per electron (`eb`). Define

$$\gamma_N=\frac{\sum_{j<N}e_j-N\varepsilon_b}{2A},\qquad \gamma_\mu=\frac{\Omega-N(\varepsilon_b-\mu)}{2A}.$$

Both use a bulk reference of $N$ electrons. For $m<N\le M$, show that

$$0\le\gamma_N-\gamma_\mu\le\frac{(N-m)(e_{N-1}-\mu)}{2A}.$$

**Solution.** In the difference $N\varepsilon_b$ cancels, leaving

$$\gamma_N-\gamma_\mu=\frac{\sum_{j<N}e_j-N\mu-\Omega}{2A}=\frac{S_N-\Omega}{2A}.$$

Divide (e) by $2A$. For a slab calculation with fixed one-electron levels and $m<N\le M$, this bounds how much the choice between fixed $N$ and fixed $\mu$ changes the band-energy part of the surface energy; electrostatic and other total-energy terms are absent.

```lean
/-- Band-energy surface energy at fixed electron number `N`, for a slab with two faces of area
`A ≠ 0` and bulk band energy `eb` per electron. -/
def surfaceEnergyN (e : ℕ → ℝ) (eb A : ℝ) (N : ℕ) : ℝ :=
  (∑ j ∈ range N, e j - N * eb) / (2 * A)

/-- Band-energy surface energy at fixed Fermi level `mu`, for two faces of area `A ≠ 0`: the bulk
reference for `N` electrons is the grand potential `N * (eb - mu)`. -/
def surfaceEnergyMu (e : ℕ → ℝ) (mu eb A : ℝ) (N M : ℕ) : ℝ :=
  (grandSum e mu M - N * (eb - mu)) / (2 * A)

/-- For sorted levels, `m < N ≤ M` and positive face area `A`, the fixed-`N` surface energy exceeds
the fixed-`mu` one by between `0` and `(N - m) * (e (N-1) - mu) / (2 * A)`. -/
theorem surfaceEnergy_bounds (he : MonotoneOn e (Set.Iio M)) (hN : numBelow e mu M < N)
    (hM : N ≤ M) (eb : ℝ) {A : ℝ} (hA : 0 < A) :
    0 ≤ surfaceEnergyN e eb A N - surfaceEnergyMu e mu eb A N M ∧
    surfaceEnergyN e eb A N - surfaceEnergyMu e mu eb A N M
      ≤ ((N : ℝ) - numBelow e mu M) * (e (N - 1) - mu) / (2 * A) := by
  obtain ⟨h0, h1⟩ := excess_bounds he hN hM
  -- the bulk reference `eb` cancels in the difference
  have hd : surfaceEnergyN e eb A N - surfaceEnergyMu e mu eb A N M
      = (canonicalSum e mu N - grandSum e mu M) / (2 * A) := by
    unfold surfaceEnergyN surfaceEnergyMu canonicalSum
    simp only [sum_sub_distrib, sum_const, card_range, nsmul_eq_mul]
    ring
  rw [hd]
  constructor
  · exact div_nonneg h0 (by positivity)
  · gcongr

end

end SlabFermiLevel
```
```lean
#print axioms SlabFermiLevel.excess_equality_cases
#print axioms SlabFermiLevel.deficit_bounds
#print axioms SlabFermiLevel.surfaceEnergy_bounds
```

```
'SlabFermiLevel.excess_equality_cases' depends on axioms: [propext, Classical.choice, Quot.sound]
'SlabFermiLevel.deficit_bounds' depends on axioms: [propext, Classical.choice, Quot.sound]
'SlabFermiLevel.surfaceEnergy_bounds' depends on axioms: [propext, Classical.choice, Quot.sound]
```
